# Perfect Caroli transmission between two single-site contacts

## A molecule held by two leads

A molecule is contacted by one lead at site \(a\) and another at site \(b\). An electron arrives with energy \(E\). Under what condition is it transmitted with certainty, and can this be read off from the molecule before the leads are attached?

Let \(H\) be the Hermitian Hamiltonian on finitely many sites, and let \(E\) be real with \(E-H\) invertible. The isolated propagator is \(g=(E-H)^{-1}\). The leads enter through broadening matrices \(\Gamma_L,\Gamma_R\), whose only nonzero entries are \(c_L>0\) at \((a,a)\) and \(c_R>0\) at \((b,b)\). Each constant is the level width that its lead would give to the contact site taken alone. With

\[
A=E-H+\tfrac{\mathrm i}{2}(\Gamma_L+\Gamma_R),\qquad G=A^{-1},
\]

the Caroli transmission is \(T=\mathrm{Tr}(\Gamma_L G\Gamma_R G^\dagger)\).

## The matching condition

The result is that \(T=1\) if and only if

\[
c_Lg_{aa}=c_Rg_{bb}\quad\text{and}\quad c_Lc_R\left(|g_{ab}|^2-g_{aa}g_{bb}\right)=4 .
\]

For equal couplings \(c\) this becomes \(g_{aa}=g_{bb}\) and \(c^2(|g_{ab}|^2-g_{aa}^2)=4\). If \(H\) is real symmetric, \(|g_{ab}|^2=g_{ab}^2\). A suitable \(c>0\) exists exactly when \(g_{aa}=g_{bb}\) and \(g_{aa}^2<|g_{ab}|^2\).

In this model, with \(E\) outside the spectrum of \(H\) and the two couplings known, perfect transmission can thus be tested from three entries of \(g\).

## From the Dyson equation to two squares

For any vector \(v\), put \(w=gAv\). Since \(gA=1+\tfrac{\mathrm i}{2}g(\Gamma_L+\Gamma_R)\),

\[
\begin{aligned}
w_a&=(1+\tfrac{\mathrm i}{2}c_Lg_{aa})v_a+\tfrac{\mathrm i}{2}c_Rg_{ab}v_b,\\
w_b&=\tfrac{\mathrm i}{2}c_Lg_{ba}v_a+(1+\tfrac{\mathrm i}{2}c_Rg_{bb})v_b .
\end{aligned}
\]

The determinant of this system is

\[
D=(1+\tfrac{\mathrm i}{2}c_Lg_{aa})(1+\tfrac{\mathrm i}{2}c_Rg_{bb})+\tfrac14c_Lc_Rg_{ab}g_{ba},
\]

and Cramer's rule gives \(Dv_a=(1+\tfrac{\mathrm i}{2}c_Rg_{bb})w_a-\tfrac{\mathrm i}{2}c_Rg_{ab}w_b\), with a similar formula for \(Dv_b\).

Because \(g\) is Hermitian, \(g_{aa}\) and \(g_{bb}\) are real and \(g_{ab}g_{ba}=|g_{ab}|^2\). With \(X=\tfrac14c_Lc_R(g_{aa}g_{bb}-|g_{ab}|^2)\),

\[
D=1-X+\tfrac{\mathrm i}{2}(c_Lg_{aa}+c_Rg_{bb}).
\]

Using \((1-X)^2=(1+X)^2-4X\) and \((x+y)^2=(x-y)^2+4xy\),

\[
|D|^2=c_Lc_R|g_{ab}|^2+M,\qquad
M=(1+X)^2+\tfrac14(c_Lg_{aa}-c_Rg_{bb})^2 .
\]

If \(D\) were zero, then \(g_{ab}=0\) and \(c_Lg_{aa}=c_Rg_{bb}\), so \(1+X=1+\tfrac14(c_Lg_{aa})^2>0\), a contradiction.

Hence \(G\) exists: if \(Av=0\), then \(w=0\), so \(v_a=v_b=0\). The leads then do not act on \(v\), so \((E-H)v=0\) and \(v=0\).

Now let \(v\) be column \(b\) of \(G\). Then \(w_a=g_{ab}\) and \(w_b=g_{bb}\), and Cramer's rule reduces to \(DG_{ab}=g_{ab}\). Only one term of the trace survives, so

\[
T=c_Lc_R|G_{ab}|^2=\frac{c_Lc_R|g_{ab}|^2}{c_Lc_R|g_{ab}|^2+M}.
\]

Thus \(T=1\) exactly when \(M=0\), that is, when both squares vanish. For equal couplings, the required value is \(c=2/\sqrt{|g_{ab}|^2-g_{aa}^2}\).

## Reading the Lean statement

The type `n` labels the sites, `isolated H E` is \(g\), `contact a cL` is \(\Gamma_L\), and `coupled` is \(A\). The hypothesis `hE` says that \(E-H\) is invertible. `caroli` is the complex trace itself, so `= 1` also fixes its imaginary part. Taking `.re` of the diagonal entries loses nothing, since they are real.

The sites may coincide; the second condition then reads \(0=4\), so transmission is not perfect at any energy outside the spectrum of \(H\). Energies in the spectrum are not covered by the theorems, and there it can be perfect: a single site with \(H=E\) and equal leads has \(T=1\), but no \(g\).

The model has no interactions, no multi-site contacts and no separate real level shift from the leads.

```lean
import Mathlib

open Matrix

namespace PerfectCaroliTransmission

noncomputable section

variable {n : Type*} [Fintype n] [DecidableEq n]

/-- The propagator `(E - H)⁻¹` of the isolated system, for `E` outside the spectrum of `H`. -/
def isolated (H : Matrix n n ℂ) (E : ℝ) : Matrix n n ℂ :=
  ((E : ℂ) • (1 : Matrix n n ℂ) - H)⁻¹

/-- The broadening matrix of a lead that couples with strength `c` to the single site `a`. -/
def contact (a : n) (c : ℝ) : Matrix n n ℂ :=
  Matrix.diagonal (Pi.single a (c : ℂ))

/-- The operator `E - H + i(ΓL + ΓR)/2` of the system coupled to two leads. -/
def coupled (H ΓL ΓR : Matrix n n ℂ) (E : ℝ) : Matrix n n ℂ :=
  (E : ℂ) • (1 : Matrix n n ℂ) - H + (Complex.I / 2) • (ΓL + ΓR)

/-- The Caroli transmission `Tr(ΓL G ΓR G†)`, where `G` is the inverse of the coupled operator,
for parameters at which that operator is invertible. -/
def caroli (H ΓL ΓR : Matrix n n ℂ) (E : ℝ) : ℂ :=
  (ΓL * (coupled H ΓL ΓR E)⁻¹ * ΓR * ((coupled H ΓL ΓR E)⁻¹)ᴴ).trace

/-- The determinant of the two-site Dyson equation for the contact sites `a` and `b`. -/
def loopDet (g : Matrix n n ℂ) (a b : n) (cL cR : ℝ) : ℂ :=
  (1 + Complex.I * cL / 2 * g a a) * (1 + Complex.I * cR / 2 * g b b)
    + cL * cR / 4 * (g a b * g b a)

/-- The contact mismatch, a sum of two squares built from the couplings and the entries `g a a`,
`g b b` and `g a b`. -/
def mismatch (g : Matrix n n ℂ) (a b : n) (cL cR : ℝ) : ℝ :=
  (1 + cL * cR / 4 * ((g a a).re * (g b b).re - ‖g a b‖ ^ 2)) ^ 2
    + ((cL * (g a a).re - cR * (g b b).re) / 2) ^ 2

/-- For Hermitian `H` and real `E` the isolated propagator is Hermitian. -/
theorem isolated_isHermitian {H : Matrix n n ℂ} (hH : H.IsHermitian) (E : ℝ) :
    (isolated H E).IsHermitian := by
  unfold Matrix.IsHermitian isolated
  rw [Matrix.conjTranspose_nonsing_inv]
  congr 1
  simp [hH.eq]

/-- Cramer's rule for the two-site Dyson equation: if `E - H` is invertible, the two-site
determinant times `v a` or `v b` is a combination of the entries of `w = g A v` at `a` and `b`,
where `A` is the coupled operator. -/
theorem dyson_contacts {H : Matrix n n ℂ} {E : ℝ}
    (hE : IsUnit ((E : ℂ) • (1 : Matrix n n ℂ) - H)) (a b : n) (cL cR : ℝ) (v : n → ℂ) :
    let g := isolated H E
    let w := g *ᵥ (coupled H (contact a cL) (contact b cR) E *ᵥ v)
    loopDet g a b cL cR * v a
        = (1 + Complex.I * cR / 2 * g b b) * w a - Complex.I * cR / 2 * g a b * w b ∧
    loopDet g a b cL cR * v b
        = (1 + Complex.I * cL / 2 * g a a) * w b - Complex.I * cL / 2 * g b a * w a := by
  intro g w
  have hs : ∀ (s : n) (c : ℝ) (i : n), ((g * contact s c) *ᵥ v) i = g i s * c * v s := by
    intro s c i
    simp only [contact, Matrix.mulVec, dotProduct, Matrix.mul_diagonal, Pi.single_apply,
      mul_ite, mul_zero, ite_mul, zero_mul, Finset.sum_ite_eq', Finset.mem_univ, if_true]
  have hgA : g * coupled H (contact a cL) (contact b cR) E
      = 1 + (Complex.I / 2) • (g * contact a cL + g * contact b cR) := by
    have h1 : g * ((E : ℂ) • (1 : Matrix n n ℂ) - H) = 1 :=
      Matrix.nonsing_inv_mul _ ((Matrix.isUnit_iff_isUnit_det _).mp hE)
    rw [coupled, Matrix.mul_add, h1, Matrix.mul_smul, Matrix.mul_add]
  -- the Dyson equation, site by site
  have hw : ∀ i, w i = v i + Complex.I / 2 * (g i a * cL * v a + g i b * cR * v b) := by
    intro i
    change (g *ᵥ (coupled H (contact a cL) (contact b cR) E *ᵥ v)) i = _
    rw [Matrix.mulVec_mulVec, hgA, Matrix.add_mulVec, Matrix.one_mulVec, Matrix.smul_mulVec,
      Matrix.add_mulVec, Pi.add_apply, Pi.smul_apply, Pi.add_apply, hs, hs, smul_eq_mul]
  rw [hw a, hw b]
  unfold loopDet
  constructor
  · linear_combination (cL * cR / 4 * g a b * g b a * v a) * Complex.I_sq
  · linear_combination (cL * cR / 4 * g a b * g b a * v b) * Complex.I_sq

omit [Fintype n] [DecidableEq n] in
/-- For a Hermitian propagator, the squared modulus of the two-site determinant is
`cL cR |g_ab|²` plus the contact mismatch. -/
theorem normSq_loopDet {g : Matrix n n ℂ} (hg : g.IsHermitian) (a b : n) (cL cR : ℝ) :
    Complex.normSq (loopDet g a b cL cR)
      = cL * cR * ‖g a b‖ ^ 2 + mismatch g a b cL cR := by
  have hreal : ∀ i, ∃ p : ℝ, g i i = (p : ℂ) := fun i =>
    ⟨(g i i).re, (Complex.conj_eq_iff_re.mp (hg.apply i i)).symm⟩
  obtain ⟨p, hp⟩ := hreal a
  obtain ⟨r, hr⟩ := hreal b
  have hq : g a b * g b a = ((‖g a b‖ ^ 2 : ℝ) : ℂ) := by
    rw [← hg.apply b a, ← Complex.normSq_eq_norm_sq]
    exact Complex.mul_conj _
  have hD : loopDet g a b cL cR
      = ((1 - cL * cR / 4 * (p * r - ‖g a b‖ ^ 2) : ℝ) : ℂ)
        + (((cL * p + cR * r) / 2 : ℝ) : ℂ) * Complex.I := by
    unfold loopDet
    rw [hq, hp, hr]
    push_cast
    linear_combination (cL * cR / 4 * p * r : ℂ) * Complex.I_sq
  rw [hD, Complex.normSq_add_mul_I]
  unfold mismatch
  simp only [hp, hr, Complex.ofReal_re]
  ring

omit [Fintype n] [DecidableEq n] in
/-- For a Hermitian propagator and positive couplings the two-site determinant is nonzero. -/
theorem loopDet_ne_zero {g : Matrix n n ℂ} (hg : g.IsHermitian) (a b : n) {cL cR : ℝ}
    (hL : 0 < cL) (hR : 0 < cR) : loopDet g a b cL cR ≠ 0 := by
  intro h
  have e := normSq_loopDet hg a b cL cR
  rw [h, map_zero] at e
  unfold mismatch at e
  generalize (g a a).re = p at e
  generalize (g b b).re = r at e
  generalize ‖g a b‖ = q at e
  have h1 : 0 ≤ cL * cR * q ^ 2 := by positivity
  have h2 := sq_nonneg (1 + cL * cR / 4 * (p * r - q ^ 2))
  have h3 := sq_nonneg ((cL * p - cR * r) / 2)
  have hX := pow_eq_zero_iff two_ne_zero |>.mp (le_antisymm (by linarith) h2)
  have hY := pow_eq_zero_iff two_ne_zero |>.mp (le_antisymm (by linarith) h3)
  have hq : cL * cR * q ^ 2 = 0 := le_antisymm (by linarith) h1
  have hpr : cR * r = cL * p := by linarith
  have hm : (cL * p) * (cR * r) = (cL * p) ^ 2 := by rw [hpr]; ring
  nlinarith [sq_nonneg (cL * p)]

/-- For Hermitian `H`, invertible `E - H` and positive couplings, the coupled operator is
invertible. -/
theorem coupled_isUnit {H : Matrix n n ℂ} (hH : H.IsHermitian) {E : ℝ}
    (hE : IsUnit ((E : ℂ) • (1 : Matrix n n ℂ) - H)) (a b : n) {cL cR : ℝ}
    (hL : 0 < cL) (hR : 0 < cR) :
    IsUnit (coupled H (contact a cL) (contact b cR) E) := by
  rw [Matrix.isUnit_iff_isUnit_det, isUnit_iff_ne_zero]
  intro hdet
  obtain ⟨v, hv, h0⟩ := Matrix.exists_mulVec_eq_zero_iff.mpr hdet
  have hD := loopDet_ne_zero (isolated_isHermitian hH E) a b hL hR
  obtain ⟨ha, hb⟩ := dyson_contacts hE a b cL cR v
  simp only [h0, Matrix.mulVec_zero, Pi.zero_apply, mul_zero, sub_zero] at ha hb
  have hva := (mul_eq_zero.mp ha).resolve_left hD
  have hvb := (mul_eq_zero.mp hb).resolve_left hD
  -- a null vector vanishes at the contacts, so it is a null vector of `E - H`
  have hc : ∀ (s : n) (c : ℝ), v s = 0 → contact s c *ᵥ v = 0 := by
    intro s c hs
    ext i
    rw [contact, Matrix.mulVec_diagonal, Pi.single_apply]
    by_cases his : i = s
    · simp [his, hs]
    · simp [his]
  rw [coupled, Matrix.add_mulVec, Matrix.smul_mulVec, Matrix.add_mulVec, hc a cL hva,
    hc b cR hvb, add_zero, smul_zero, add_zero] at h0
  exact ((Matrix.isUnit_iff_isUnit_det _).mp hE).ne_zero
    (Matrix.exists_mulVec_eq_zero_iff.mp ⟨v, hv, h0⟩)

/-- For leads on single sites, the Caroli trace is `cL cR |G_ab|²`. -/
theorem caroli_eq_norm_sq (H : Matrix n n ℂ) (E : ℝ) (a b : n) (cL cR : ℝ) :
    caroli H (contact a cL) (contact b cR) E
      = ((cL * cR * ‖(coupled H (contact a cL) (contact b cR) E)⁻¹ a b‖ ^ 2 : ℝ) : ℂ) := by
  unfold caroli
  generalize (coupled H (contact a cL) (contact b cR) E)⁻¹ = G
  have hrow : ∀ i, (contact a cL * G * contact b cR * Gᴴ).diag i
      = ∑ j, (Pi.single a (cL : ℂ) : n → ℂ) i * G i j
          * (Pi.single b (cR : ℂ) : n → ℂ) j * star (G i j) := by
    intro i
    rw [Matrix.diag_apply, Matrix.mul_apply]
    refine Finset.sum_congr rfl fun j _ => ?_
    rw [contact, contact, Matrix.mul_diagonal, Matrix.diagonal_mul, Matrix.conjTranspose_apply]
  have h : G a b * star (G a b) = ((‖G a b‖ ^ 2 : ℝ) : ℂ) := by
    rw [← Complex.normSq_eq_norm_sq]
    exact Complex.mul_conj _
  rw [Matrix.trace, Finset.sum_congr rfl fun i _ => hrow i,
    Finset.sum_eq_single a, Finset.sum_eq_single b]
  · simp only [Pi.single_eq_same]
    push_cast at h ⊢
    linear_combination (cL * cR : ℂ) * h
  · intro j _ hj
    simp [hj]
  · simp
  · intro i _ hi
    simp [Pi.single_apply, hi]
  · simp

/-- For Hermitian `H`, invertible `E - H` and positive couplings, the transmission is
`cL cR |g_ab|²` divided by the same quantity plus the contact mismatch. -/
theorem caroli_eq_ratio {H : Matrix n n ℂ} (hH : H.IsHermitian) {E : ℝ}
    (hE : IsUnit ((E : ℂ) • (1 : Matrix n n ℂ) - H)) (a b : n) {cL cR : ℝ}
    (hL : 0 < cL) (hR : 0 < cR) :
    caroli H (contact a cL) (contact b cR) E
      = ((cL * cR * ‖isolated H E a b‖ ^ 2 / (cL * cR * ‖isolated H E a b‖ ^ 2
          + mismatch (isolated H E) a b cL cR) : ℝ) : ℂ) := by
  have hg := isolated_isHermitian hH E
  have hne : Complex.normSq (loopDet (isolated H E) a b cL cR) ≠ 0 :=
    fun h => loopDet_ne_zero hg a b hL hR (Complex.normSq_eq_zero.mp h)
  have hU := (Matrix.isUnit_iff_isUnit_det _).mp (coupled_isUnit hH hE a b hL hR)
  have hcol : ∀ (X : Matrix n n ℂ) (i : n), (X *ᵥ Pi.single b 1) i = X i b := by
    intro X i
    simp
  -- a unit source at `b` gives `D G_ab = g_ab`
  have hG := (dyson_contacts hE a b cL cR
    ((coupled H (contact a cL) (contact b cR) E)⁻¹ *ᵥ Pi.single b 1)).1
  rw [Matrix.mulVec_mulVec _ (coupled H (contact a cL) (contact b cR) E),
    Matrix.mul_nonsing_inv _ hU, Matrix.one_mulVec, hcol, hcol, hcol] at hG
  have hq : loopDet (isolated H E) a b cL cR
      * (coupled H (contact a cL) (contact b cR) E)⁻¹ a b = isolated H E a b := by
    rw [hG]
    ring
  have hn : ‖isolated H E a b‖ ^ 2 = Complex.normSq (loopDet (isolated H E) a b cL cR)
      * ‖(coupled H (contact a cL) (contact b cR) E)⁻¹ a b‖ ^ 2 := by
    rw [Complex.normSq_eq_norm_sq, ← mul_pow, ← norm_mul, hq]
  rw [caroli_eq_norm_sq, ← normSq_loopDet hg, Complex.ofReal_inj, eq_div_iff hne, hn]
  ring

/-- For Hermitian `H`, invertible `E - H` and positive couplings, the transmission is one
exactly when `cL g_aa = cR g_bb` and `cL cR (|g_ab|² - g_aa g_bb) = 4`. -/
theorem perfect_transmission_iff {H : Matrix n n ℂ} (hH : H.IsHermitian) {E : ℝ}
    (hE : IsUnit ((E : ℂ) • (1 : Matrix n n ℂ) - H)) (a b : n) {cL cR : ℝ}
    (hL : 0 < cL) (hR : 0 < cR) :
    caroli H (contact a cL) (contact b cR) E = 1 ↔
      cL * (isolated H E a a).re = cR * (isolated H E b b).re ∧
      cL * cR * (‖isolated H E a b‖ ^ 2
        - (isolated H E a a).re * (isolated H E b b).re) = 4 := by
  have hg := isolated_isHermitian hH E
  have hne : cL * cR * ‖isolated H E a b‖ ^ 2 + mismatch (isolated H E) a b cL cR ≠ 0 := by
    rw [← normSq_loopDet hg]
    exact fun h => loopDet_ne_zero hg a b hL hR (Complex.normSq_eq_zero.mp h)
  rw [caroli_eq_ratio hH hE a b hL hR, Complex.ofReal_eq_one, div_eq_one_iff_eq hne]
  unfold mismatch
  generalize (isolated H E a a).re = p
  generalize (isolated H E b b).re = r
  generalize ‖isolated H E a b‖ = q
  constructor
  · intro h
    -- both squares in the mismatch must vanish
    have h2 := sq_nonneg (1 + cL * cR / 4 * (p * r - q ^ 2))
    have h3 := sq_nonneg ((cL * p - cR * r) / 2)
    have hX := pow_eq_zero_iff two_ne_zero |>.mp (le_antisymm (by linarith) h2)
    have hY := pow_eq_zero_iff two_ne_zero |>.mp (le_antisymm (by linarith) h3)
    constructor <;> linarith
  · rintro ⟨h1, h2⟩
    have hX : 1 + cL * cR / 4 * (p * r - q ^ 2) = 0 := by linarith
    have hY : (cL * p - cR * r) / 2 = 0 := by linarith
    rw [hX, hY]
    ring

/-- For Hermitian `H`, invertible `E - H` and equal couplings `c > 0`, the transmission is one
exactly when `g_aa = g_bb` and `c² (|g_ab|² - g_aa²) = 4`. -/
theorem perfect_transmission_equal_iff {H : Matrix n n ℂ} (hH : H.IsHermitian) {E : ℝ}
    (hE : IsUnit ((E : ℂ) • (1 : Matrix n n ℂ) - H)) (a b : n) {c : ℝ} (hc : 0 < c) :
    caroli H (contact a c) (contact b c) E = 1 ↔
      (isolated H E a a).re = (isolated H E b b).re ∧
      c ^ 2 * (‖isolated H E a b‖ ^ 2 - (isolated H E a a).re ^ 2) = 4 := by
  rw [perfect_transmission_iff hH hE a b hc hc]
  constructor
  · rintro ⟨h1, h2⟩
    have h := mul_left_cancel₀ hc.ne' h1
    rw [← h] at h2
    exact ⟨h, by linarith⟩
  · rintro ⟨h1, h2⟩
    rw [← h1]
    exact ⟨rfl, by linarith⟩

/-- For Hermitian `H` and invertible `E - H`, some equal coupling `c > 0` gives transmission one
exactly when `g_aa = g_bb` and `g_aa² < |g_ab|²`. -/
theorem exists_perfect_coupling_iff {H : Matrix n n ℂ} (hH : H.IsHermitian) {E : ℝ}
    (hE : IsUnit ((E : ℂ) • (1 : Matrix n n ℂ) - H)) (a b : n) :
    (∃ c : ℝ, 0 < c ∧ caroli H (contact a c) (contact b c) E = 1) ↔
      (isolated H E a a).re = (isolated H E b b).re ∧
      (isolated H E a a).re ^ 2 < ‖isolated H E a b‖ ^ 2 := by
  constructor
  · rintro ⟨c, hc, h⟩
    obtain ⟨h1, h2⟩ := (perfect_transmission_equal_iff hH hE a b hc).mp h
    refine ⟨h1, ?_⟩
    by_contra hlt
    have h3 := mul_nonneg (sq_nonneg c) (sub_nonneg.mpr (not_lt.mp hlt))
    linarith
  · rintro ⟨h1, h2⟩
    have hd := sub_pos.mpr h2
    -- the required coupling is `2 / √(|g_ab|² - g_aa²)`
    have hc := div_pos (two_pos : (0 : ℝ) < 2) (Real.sqrt_pos.mpr hd)
    refine ⟨_, hc, (perfect_transmission_equal_iff hH hE a b hc).mpr ⟨h1, ?_⟩⟩
    rw [div_pow, Real.sq_sqrt hd.le, div_mul_cancel₀ _ hd.ne']
    norm_num

end

end PerfectCaroliTransmission
```

```lean
#print axioms PerfectCaroliTransmission.perfect_transmission_equal_iff
#print axioms PerfectCaroliTransmission.exists_perfect_coupling_iff
```

```
'PerfectCaroliTransmission.perfect_transmission_equal_iff' depends on axioms: [propext, Classical.choice, Quot.sound]
'PerfectCaroliTransmission.exists_perfect_coupling_iff' depends on axioms: [propext, Classical.choice, Quot.sound]
```

## How the lemmas divide the work

`dyson_contacts` derives the two contact equations and checks Cramer's rule by `linear_combination` with \(\mathrm i^2=-1\). `normSq_loopDet` separates \(D\) into real and imaginary parts, after which `ring` confirms the identity for \(|D|^2\). `loopDet_ne_zero` carries out the contradiction above, and `coupled_isUnit` applies the null-vector argument.

`caroli_eq_norm_sq` isolates the surviving trace term with `Finset.sum_eq_single`. `caroli_eq_ratio` inserts a unit source at `b` to obtain the formula for \(T\). In `perfect_transmission_iff`, `div_eq_one_iff_eq` turns \(T=1\) into \(M=0\), and `sq_nonneg` with `linarith` forces each square to vanish. The last two theorems specialise to equal couplings and supply the explicit \(c\).
